# A change of phase θ shifts ⟨u, u′⟩ by iθ′ along a path of unit vectors

Let u(t) be a differentiable path of unit vectors with finitely many complex components, and let θ(t) be a differentiable real phase. The overlap ⟨x, y⟩ is the sum of x̄ᵢyᵢ over the components, so it is conjugate-linear in its first argument. The theorem `overlap_rephase` states that replacing u by exp(iθ)u changes the overlap ⟨u, u′⟩ of the state with its derivative to ⟨u, u′⟩ + iθ′. The proof differentiates the new path by the product rule and cancels the phase factor against its conjugate in each component. This gives the extra term iθ′⟨u, u⟩, which is iθ′ because u has norm one.

Lean 4 with Mathlib refuses this proof:

```lean
import Mathlib

open Matrix

namespace QuantumMetricPath

noncomputable section

variable {n : Type*} [Fintype n]

/-- The Hermitian overlap `⟨x, y⟩` of two state vectors, conjugate-linear in `x`. -/
def overlap (x y : n → ℂ) : ℂ := ∑ i, star (x i) * y i

/-- The squared Euclidean norm of a state vector. -/
def sqNorm (x : n → ℂ) : ℝ := ∑ i, ‖x i‖ ^ 2

/-- The path `exp(iθ) u` obtained by a time-dependent change of phase. -/
def rephase (θ : ℝ → ℝ) (u : ℝ → n → ℂ) : ℝ → n → ℂ :=
  fun s i => Complex.exp (θ s * Complex.I) * u s i

private lemma overlap_self (x : n → ℂ) : overlap x x = (sqNorm x : ℂ) := by
  unfold overlap sqNorm
  push_cast
  exact Finset.sum_congr rfl fun i _ => Complex.conj_mul' (x i)

private lemma phase_unit (a : ℝ) :
    star (Complex.exp (a * Complex.I)) * Complex.exp (a * Complex.I) = 1 :=
  (Complex.conj_mul' _).trans (by rw [Complex.norm_exp_ofReal_mul_I]; simp)

private lemma component {u : ℝ → n → ℂ} (hu : Differentiable ℝ u) (t : ℝ) (i : n) :
    HasDerivAt (fun s => u s i) (deriv u t i) t :=
  hasDerivAt_pi.1 (hu t).hasDerivAt i

private lemma rephase_hasDerivAt {θ : ℝ → ℝ} {u : ℝ → n → ℂ} (hθ : Differentiable ℝ θ)
    (hu : Differentiable ℝ u) (t : ℝ) :
    HasDerivAt (rephase θ u) (fun i => Complex.exp (θ t * Complex.I) *
      (deriv u t i + deriv θ t * Complex.I * u t i)) t := by
  have he := ((hθ t).hasDerivAt.ofReal_comp.mul_const Complex.I).cexp
  refine hasDerivAt_pi.2 fun i => ?_
  exact (he.fun_mul (component hu t i)).congr_deriv (by ring)

/-- For a differentiable path of unit vectors, a differentiable change of phase `θ` shifts the
overlap `⟨u, u'⟩` by `iθ'`. -/
theorem overlap_rephase {θ : ℝ → ℝ} {u : ℝ → n → ℂ} (hθ : Differentiable ℝ θ)
    (hu : Differentiable ℝ u) (hunit : ∀ s, sqNorm (u s) = 1) (t : ℝ) :
    overlap (rephase θ u t) (deriv (rephase θ u) t) =
      overlap (u t) (deriv u t) + deriv θ t * Complex.I := by
  have h : overlap (rephase θ u t) (deriv (rephase θ u) t) =
      overlap (u t) (deriv u t) + deriv θ t * Complex.I * overlap (u t) (u t) := by
    rw [(rephase_hasDerivAt hθ hu t).deriv]
    simp only [overlap, rephase, Finset.mul_sum, ← Finset.sum_add_distrib]
    refine Finset.sum_congr rfl fun i _ => ?_
    rw [star_mul]
    linear_combination (star (u t i) *
      (deriv u t i + deriv θ t * Complex.I * u t i)) * phase_unit (θ t)
  rw [h, overlap_self, hunit, Complex.ofReal_one, mul_one]

end

end QuantumMetricPath
```

The compiler's answer:

```
Main.lean:55:27: error: Application type mismatch: The argument
  θ
has type
  ℝ → ℝ
but is expected to have type
  ℝ → ℂ
in the application
  deriv θ
```

The message says that `deriv` was expected to take a function `ℝ → ℂ`, but was given the real phase `θ : ℝ → ℝ`. The fault lies in how the coefficient given to `linear_combination` is read. The tactic splits the coefficient at its sums and products and elaborates each remaining piece with the type of the two sides of the goal, here `ℂ`, as the expected type. For `deriv θ t`, Lean therefore takes the values of the differentiated function to be complex, and `θ` does not fit. The same expression is accepted in the theorem's statement, where ordinary arithmetic elaboration first finds that `deriv θ t` is real and then inserts the coercion to `ℂ`.

The repair writes `((deriv θ t : ℝ) : ℂ)`. The inner annotation makes Lean elaborate the derivative as a real number, and the outer one coerces the result to `ℂ`. The coefficient is mathematically the one intended before.

The change, after which it compiles:

```diff
@@ -53,5 +53,5 @@
     rw [star_mul]
     linear_combination (star (u t i) *
-      (deriv u t i + deriv θ t * Complex.I * u t i)) * phase_unit (θ t)
+      (deriv u t i + ((deriv θ t : ℝ) : ℂ) * Complex.I * u t i)) * phase_unit (θ t)
   rw [h, overlap_self, hunit, Complex.ofReal_one, mul_one]
 
```
